# For three or more coordinates, a single unstable mode of a fully permutation-symmetric Hessian is uniform

Four identical atoms surround a central atom at the corners of a tetrahedron, all four bonds equally long, and the structure is a first-order saddle point for bond stretching. Does the unstable mode break one bond, exchange length between bonds, or stretch all of them together? Every permutation of the bonds is a symmetry here, and this settles the question.

Let $H$ be the real $n\times n$ Hessian in $n$ equivalent coordinates, and let it commute with every permutation matrix. If $n\ge 3$ and $H$ has exactly one negative eigenvalue, counted with multiplicity, then its eigenvector is

$$v=c\,(1,1,\dots,1),\qquad c\neq 0,$$

or $(1,\dots,1)/\sqrt n$ when normalised. The matrix entries show when this case occurs: every row sum must be negative, and no off-diagonal entry may exceed the diagonal entry of its row.

## The first step off the saddle

A reaction-path calculation can leave the saddle point by a small step $\pm s$ along the normalised transition vector, the eigenvector of the single negative eigenvalue. In a model whose only coordinates are the four bond lengths, without mass-weighting, the result fixes that step: each bond changes by $\pm s/2$, with the same sign for all.

Suppose the diagonal force constant is $0.1$ and each coupling is $-0.2$, in some common unit. The row sum $0.1-3\times 0.2=-0.5$ is the curvature of the concerted stretch, and opposite displacements of two bonds have curvature $0.1+0.2=0.3$. A search that keeps the four bonds equal therefore still contains the unstable direction.

## Exchanging coordinates fixes the mode

Let $Hv=\mu v$ with $\mu<0$ and $v\ne0$, and let every eigenvector of negative eigenvalue be a multiple of $v$. For a permutation $\sigma$, define $(P_\sigma v)_i=v_{\sigma(i)}$. Since $P_\sigma$ commutes with $H$,

$$H(P_\sigma v)=P_\sigma Hv=\mu\,P_\sigma v .$$

Hence $P_\sigma v=\lambda v$ for some real $\lambda$. A permutation preserves $\sum_i v_i^2$, which is not zero, so $\lambda^2=1$ and $P_\sigma v=\pm v$.

Suppose $v_i\neq v_j$. Exchanging $i$ and $j$ cannot leave $v$ unchanged, so it gives $-v$. A third coordinate $k$ is not moved by this exchange, so $v_k=-v_k$ and $v_k=0$. Exchanging $i$ with $k$ gives $v_i=\pm v_k=0$, and likewise $v_j=0$. This contradicts $v_i\ne v_j$, so all components are equal.

For the criterion, commutation means $H_{\sigma(i)\sigma(j)}=H_{ij}$. Exchanging $i$ and $j$ then gives $H_{ii}=H_{jj}$, $H_{ij}=H_{ji}$, and $H_{ki}=H_{kj}$ for any other $k$. With unit vectors $e_i$,

$$H(e_i-e_j)=(H_{ii}-H_{ij})(e_i-e_j).$$

All row sums equal one number $r$, so $H(1,\dots,1)=r\,(1,\dots,1)$.

- If the uniform vector is the transition vector, then $r<0$. An entry $H_{ij}>H_{ii}$ would make $e_i-e_j$ a second unstable mode that is not uniform.
- Conversely, let $r<0$ and $H_{ij}\le H_{ii}$ for all $i\neq j$, and let $Hw=\nu w$ with $\nu<0$. Taking the scalar product with $e_i-e_k$ and using the symmetry of $H$ gives
$$\nu(w_i-w_k)=(H_{ii}-H_{ik})(w_i-w_k).$$
If $w_i\neq w_k$, then $\nu=H_{ii}-H_{ik}\ge0$, a contradiction. So $w$ is uniform.

## Two coordinates can move oppositely

The bound $n\ge3$ cannot be relaxed to $n\ge2$. The matrix

$$H=\begin{pmatrix}0&1\\1&0\end{pmatrix}$$

commutes with both permutation matrices and has eigenvalues $1$ and $-1$. Its only unstable mode is $(1,-1)/\sqrt2$. With two coordinates there is no third one to force the components to zero.

## The Lean file

```lean
import Mathlib

open Matrix

namespace PermutationSymmetricSaddle

variable {ι : Type*} [Fintype ι] [DecidableEq ι]

/-- The Hessian `H` commutes with every permutation matrix of the coordinates. -/
def PermInvariant (H : Matrix ι ι ℝ) : Prop :=
  ∀ σ : Equiv.Perm ι, σ.permMatrix ℝ * H = H * σ.permMatrix ℝ

/-- `v` is a non-zero eigenvector of `H` with negative eigenvalue, and every eigenvector with
negative eigenvalue is a multiple of `v`. -/
def IsTransitionVector (H : Matrix ι ι ℝ) (v : ι → ℝ) : Prop :=
  v ≠ 0 ∧ (∃ μ : ℝ, μ < 0 ∧ H *ᵥ v = μ • v) ∧
    ∀ ν : ℝ, ν < 0 → ∀ w : ι → ℝ, H *ᵥ w = ν • w → ∃ c : ℝ, w = c • v

/-- The Hessian with zero diagonal and the same coupling `g` between any two different
coordinates. -/
def coupling (ι : Type*) [DecidableEq ι] (g : ℝ) : Matrix ι ι ℝ :=
  Matrix.of fun i j => g - if i = j then g else 0

/-- A Hessian commutes with all permutation matrices exactly when relabelling the
coordinates leaves each force constant unchanged. -/
theorem permInvariant_iff {H : Matrix ι ι ℝ} :
    PermInvariant H ↔ ∀ (σ : Equiv.Perm ι) (i j : ι), H (σ i) (σ j) = H i j := by
  constructor
  · intro hH σ i j
    have h := congrFun (congrFun (hH σ) i) (σ j)
    rw [Equiv.Perm.permMatrix, PEquiv.toMatrix_toPEquiv_mul,
      PEquiv.mul_toMatrix_toPEquiv] at h
    simpa using h
  · intro h σ
    ext i j
    rw [Equiv.Perm.permMatrix, PEquiv.toMatrix_toPEquiv_mul,
      PEquiv.mul_toMatrix_toPEquiv]
    simpa using h σ i (σ.symm j)

/-- A Hessian that commutes with all permutation matrices is a symmetric matrix. -/
theorem PermInvariant.isSymm {H : Matrix ι ι ℝ} (hH : PermInvariant H) : H.IsSymm := by
  refine Matrix.IsSymm.ext fun i j => ?_
  simpa using permInvariant_iff.1 hH (Equiv.swap i j) i j

/-- If the Hessian commutes with a permutation of the coordinates, then permuting a displacement `v`
permutes the product `H *ᵥ v` in the same way. -/
theorem mulVec_comp {H : Matrix ι ι ℝ} {σ : Equiv.Perm ι}
    (hσ : σ.permMatrix ℝ * H = H * σ.permMatrix ℝ) (v : ι → ℝ) :
    H *ᵥ (v ∘ σ) = (H *ᵥ v) ∘ σ := by
  have h := congrArg (fun M => M *ᵥ v) hσ
  simp only [← Matrix.mulVec_mulVec, Matrix.permMatrix_mulVec] at h
  exact h.symm

/-- A permutation that commutes with the Hessian leaves the transition vector unchanged
or reverses its sign. -/
theorem transitionVector_even_or_odd {H : Matrix ι ι ℝ} {v : ι → ℝ} {σ : Equiv.Perm ι}
    (hσ : σ.permMatrix ℝ * H = H * σ.permMatrix ℝ) (hv : IsTransitionVector H v) :
    v ∘ σ = v ∨ v ∘ σ = -v := by
  obtain ⟨h0, ⟨μ, hμ, he⟩, hu⟩ := hv
  -- the permuted vector satisfies the same eigenvalue equation, so it is a multiple of `v`
  obtain ⟨c, hc⟩ := hu μ hμ (v ∘ σ) (by rw [mulVec_comp hσ, he]; rfl)
  -- the permutation preserves the norm, so the factor squares to one
  have hn : (v ∘ σ) ⬝ᵥ (v ∘ σ) = v ⬝ᵥ v := Equiv.sum_comp σ (fun i => v i * v i)
  rw [hc, smul_dotProduct, dotProduct_smul, smul_eq_mul, smul_eq_mul] at hn
  have hs : v ⬝ᵥ v ≠ 0 := fun h => h0 (dotProduct_self_eq_zero.1 h)
  have hc2 : (c - 1) * (c + 1) = 0 := mul_right_cancel₀ hs (by linear_combination hn)
  rcases mul_eq_zero.1 hc2 with h | h
  · left
    rw [hc, show c = 1 by linarith, one_smul]
  · right
    rw [hc, show c = -1 by linarith, neg_smul, one_smul]

/-- For at least three coordinates and a Hessian that commutes with all permutation
matrices, the transition vector is a non-zero multiple of the all-ones vector. -/
theorem transitionVector_uniform (hn : 3 ≤ Fintype.card ι) {H : Matrix ι ι ℝ}
    (hH : PermInvariant H) {v : ι → ℝ} (hv : IsTransitionVector H v) :
    ∃ c : ℝ, c ≠ 0 ∧ v = fun _ => c := by
  have key : ∀ a b, v a = v b ∨ v a = -v b := by
    intro a b
    rcases transitionVector_even_or_odd (hH (Equiv.swap a b)) hv with h | h
    · left; simpa using congrFun h b
    · right; simpa using congrFun h b
  have hconst : ∀ i j, v i = v j := by
    intro i j
    by_contra hij
    have hk : ∃ k, k ∉ ({i, j} : Finset ι) := by
      by_contra! h
      have h1 : (Finset.univ : Finset ι).card ≤ ({i, j} : Finset ι).card :=
        Finset.card_le_card (fun k _ => h k)
      have h2 : ({i, j} : Finset ι).card ≤ 2 := Finset.card_le_two
      rw [Finset.card_univ] at h1
      omega
    obtain ⟨k, hk⟩ := hk
    simp only [Finset.mem_insert, Finset.mem_singleton, not_or] at hk
    -- exchanging `i` and `j` must reverse the sign, so the spectator `k` is at rest
    have hk0 : v k = 0 := by
      rcases transitionVector_even_or_odd (hH (Equiv.swap i j)) hv with h | h
      · exact absurd (by simpa using congrFun h j) hij
      · have h' : v (Equiv.swap i j k) = -v k := congrFun h k
        rw [Equiv.swap_apply_of_ne_of_ne hk.1 hk.2] at h'
        linarith
    -- exchange with the spectator brings `i` and `j` to rest as well
    have hi : v i = 0 := by rcases key i k with h | h <;> linarith
    have hj : v j = 0 := by rcases key j k with h | h <;> linarith
    exact hij (hi.trans hj.symm)
  obtain ⟨i⟩ : Nonempty ι := Fintype.card_pos_iff.1 (by omega)
  refine ⟨v i, fun h => hv.1 ?_, funext fun j => hconst j i⟩
  ext j
  exact (hconst j i).trans h

/-- For a Hessian that commutes with all permutation matrices, equal and opposite displacements of
two different coordinates `i` and `j` form an eigenvector with eigenvalue `H i i - H i j`. -/
theorem mulVec_pair {H : Matrix ι ι ℝ} (hH : PermInvariant H) {i j : ι} (hij : i ≠ j) :
    H *ᵥ (Pi.single i 1 - Pi.single j 1) =
      (H i i - H i j) • (Pi.single i 1 - Pi.single j 1 : ι → ℝ) := by
  have hs := permInvariant_iff.1 hH (Equiv.swap i j)
  have h1 : H j j = H i i := by simpa using hs i i
  have h2 : H j i = H i j := by simpa using hs i j
  ext k
  have e : (H *ᵥ (Pi.single i 1 - Pi.single j 1)) k = H k i - H k j := by
    simp [Matrix.mulVec_sub]
  rw [e]
  by_cases hki : k = i
  · rw [hki]
    simp [hij]
  by_cases hkj : k = j
  · rw [hkj, h1, h2]
    simp [hij.symm]
  · have h3 := hs k i
    rw [Equiv.swap_apply_of_ne_of_ne hki hkj, Equiv.swap_apply_left] at h3
    simp [hki, hkj, h3]

/-- For a non-empty set of coordinates and a Hessian that commutes with all permutation matrices,
the all-ones vector is a transition vector exactly when every row sum is negative and no
off-diagonal entry exceeds the diagonal entry of its row. -/
theorem uniform_transitionVector_iff [Nonempty ι] {H : Matrix ι ι ℝ}
    (hH : PermInvariant H) :
    IsTransitionVector H (fun _ => 1) ↔
      (∀ i, ∑ j, H i j < 0) ∧ ∀ i j, i ≠ j → H i j ≤ H i i := by
  constructor
  · rintro ⟨_, ⟨μ, hμ, he⟩, hu⟩
    refine ⟨fun i => ?_, fun i j hij => ?_⟩
    · have h := congrFun he i
      simp only [Matrix.mulVec, dotProduct, mul_one, Pi.smul_apply, smul_eq_mul] at h
      rw [h]
      exact hμ
    · by_contra h
      obtain ⟨d, hd⟩ := hu (H i i - H i j) (by linarith [not_le.1 h]) _ (mulVec_pair hH hij)
      have hi := congrFun hd i
      have hj := congrFun hd j
      simp [hij] at hi
      simp [hij.symm] at hj
      linarith
  · rintro ⟨hrow, hoff⟩
    obtain ⟨k⟩ := ‹Nonempty ι›
    refine ⟨fun h => one_ne_zero (congrFun h k), ⟨∑ j, H k j, hrow k, ?_⟩, ?_⟩
    · -- all row sums agree by symmetry
      ext i
      have h := congrFun (mulVec_comp (hH (Equiv.swap i k)) (fun _ => (1 : ℝ))) i
      simpa [Matrix.mulVec, dotProduct] using h
    · intro ν hν w hw
      refine ⟨w k, funext fun i => ?_⟩
      simp only [Pi.smul_apply, smul_eq_mul, mul_one]
      by_contra hne
      have hik : i ≠ k := fun h => hne (by rw [h])
      -- project the eigenvalue equation on opposite displacements of `i` and `k`
      have h : (Pi.single i 1 - Pi.single k 1 : ι → ℝ) ⬝ᵥ (H *ᵥ w) =
          (H i i - H i k) * ((Pi.single i 1 - Pi.single k 1 : ι → ℝ) ⬝ᵥ w) := by
        rw [Matrix.dotProduct_mulVec, ← Matrix.mulVec_transpose, hH.isSymm.eq,
          mulVec_pair hH hik, smul_dotProduct, smul_eq_mul]
      have hx : (Pi.single i 1 - Pi.single k 1 : ι → ℝ) ⬝ᵥ w = w i - w k := by
        simp [sub_dotProduct]
      rw [hw, dotProduct_smul, smul_eq_mul, hx] at h
      have h' := mul_right_cancel₀ (sub_ne_zero.2 hne) h
      linarith [hoff i k hik]

/-- The Hessian with equal couplings between all coordinates and zero diagonal commutes
with all permutation matrices. -/
theorem coupling_permInvariant (g : ℝ) : PermInvariant (coupling ι g) := by
  refine permInvariant_iff.2 fun σ i j => ?_
  simp [coupling]

/-- Three coordinates with mutual coupling `-1` and zero diagonal have a
permutation-symmetric Hessian whose transition vector is the all-ones vector. -/
theorem transitionVector_uniform_witness :
    PermInvariant (coupling (Fin 3) (-1)) ∧
      IsTransitionVector (coupling (Fin 3) (-1)) (fun _ => 1) := by
  refine ⟨coupling_permInvariant _,
    (uniform_transitionVector_iff (coupling_permInvariant _)).2 ⟨fun i => ?_, ?_⟩⟩
  · norm_num [coupling, Finset.sum_sub_distrib]
  · intro i j hij
    simp [coupling, hij]

/-- Two coordinates with coupling `1` and zero diagonal have a permutation-symmetric
Hessian whose transition vector is `(1, -1)`. -/
theorem two_coordinates_antisymmetric :
    PermInvariant (coupling (Fin 2) 1) ∧
      IsTransitionVector (coupling (Fin 2) 1) ![1, -1] := by
  refine ⟨coupling_permInvariant _, fun h => ?_, ⟨-1, by norm_num, ?_⟩, ?_⟩
  · have h0 := congrFun h 0
    simp at h0
  · ext i
    fin_cases i <;> simp [coupling, Matrix.mulVec, dotProduct, Fin.sum_univ_two]
  · intro ν hν w hw
    have h0 := congrFun hw 0
    have h1 := congrFun hw 1
    simp [coupling, Matrix.mulVec, dotProduct, Fin.sum_univ_two] at h0 h1
    -- a non-zero symmetric part of `w` would need eigenvalue `1`
    have h : (1 - ν) * (w 0 + w 1) = 0 := by linear_combination h0 + h1
    have hs : w 0 + w 1 = 0 := by
      rcases mul_eq_zero.1 h with h | h
      · linarith
      · exact h
    refine ⟨w 0, ?_⟩
    ext i
    fin_cases i
    · simp
    · simp
      linarith

end PermutationSymmetricSaddle
```

```lean
#print axioms PermutationSymmetricSaddle.transitionVector_uniform
#print axioms PermutationSymmetricSaddle.uniform_transitionVector_iff
#print axioms PermutationSymmetricSaddle.two_coordinates_antisymmetric
```

```
'PermutationSymmetricSaddle.transitionVector_uniform' depends on axioms: [propext, Classical.choice, Quot.sound]
'PermutationSymmetricSaddle.uniform_transitionVector_iff' depends on axioms: [propext, Classical.choice, Quot.sound]
'PermutationSymmetricSaddle.two_coordinates_antisymmetric' depends on axioms: [propext, Classical.choice, Quot.sound]
```

## How the definitions and lemmas read

The finite type `ι` labels the coordinates, and `Fintype.card ι` is $n$. `PermInvariant H` is commutation with all permutation matrices; `permInvariant_iff` turns it into the relation between entries, and `PermInvariant.isSymm` derives the symmetry of $H$.

`IsTransitionVector H v` states the conditions placed on $v$ at the start of the derivation. For a symmetric matrix they amount to exactly one negative eigenvalue with multiplicity. The vector need not be normalised, zero eigenvalues are allowed, and, unlike the chemical term, the definition does not ask for a stationary point.

`mulVec_comp` moves a permutation through $H$, and `transitionVector_even_or_odd` obtains the sign $\pm1$ from the norm. The latter needs only the one permutation to commute with $H$, so it also applies at lower symmetry. In `transitionVector_uniform`, a count of elements supplies the third coordinate $k$, and `key` records $v_a=\pm v_b$ for every pair.

`mulVec_pair` is the eigenvalue equation for opposite displacements, and `uniform_transitionVector_iff` is the criterion, valid for any non-empty set of coordinates. The matrix `coupling ι g` has zero diagonal and $g$ everywhere else. It provides a three-coordinate example with $g=-1$, whose unstable eigenvalue is $-2$, and the two-coordinate example above.

## From the matrix to a molecule

The theorems treat $H$ as the whole matrix to be diagonalised. In a molecule, bond stretches may also couple to angles and, through the kinetic energy, to one another. Identifying the stretching block with the complete vibrational problem is a physical approximation that has to be justified for each system.

Full permutation symmetry is also a strong condition. Four bonds in a square-planar arrangement do not generally satisfy it, because neighbouring and opposite pairs can have different couplings.
